# A single mass at least as heavy as its hosts binds no mode in an infinite harmonic chain

Q: I am computing the velocity autocorrelation of a heavy isotope in an infinite harmonic chain. I integrate over the phonon band and add no separate term for a localised mode. Am I entitled to leave that term out?

A: Yes, for one mass defect in a one-dimensional chain with equal nearest-neighbour springs. A separate term would need a normalisable mode, and there is none when the defect mass \(m'\) is at least the host mass \(m\). With spring constant \(K\), displacement amplitude \(u_n\) at site \(n\), mass \(m_n\) and squared frequency \(l=\omega^2\), the equation is

\[
-m_n\,l\,u_n = K\,(u_{n+1}+u_{n-1}-2u_n),\qquad m_0=m',\quad m_n=m\ (n\neq 0).
\]

If \(K>0\), \(m>0\), \(m'\ge m\) and \(l\) is real, its only square-summable solution is \(u=0\).

Q: That is the physics. How do I know the Lean code describes the same chain?

A: Two definitions carry the model.

```lean
import Mathlib

open Filter Topology

namespace HeavyDefectChain

/-- The mass at site `n`: the defect mass `m'` at site 0 and the host mass `m` elsewhere. -/
noncomputable def siteMass (m m' : ℝ) (n : ℤ) : ℝ := if n = 0 then m' else m

/-- The displacements `u` solve the normal-mode equation of the chain with spring constant `K`
and squared frequency `l`. -/
def IsNormalMode (K m m' l : ℝ) (u : ℤ → ℝ) : Prop :=
  ∀ n : ℤ, -(siteMass m m' n * l * u n) = K * (u (n + 1) + u (n - 1) - 2 * u n)
```

Sites are integers, so the chain has no ends. `siteMass` puts `m'` at site 0 and `m` elsewhere. `IsNormalMode` requires the equation of motion at every site, including the defect. The time dependence has already been removed, and `l` stands for \(\omega^2\), not \(\omega\). The definition admits \(u=0\), so "no mode" takes the form "every such solution is zero".

Q: And "bound"? I would normalise the mass-weighted amplitudes.

A: That gives the same condition. All masses lie between \(m\) and \(m'\), so \(\sum_n m_n u_n^2\) is finite exactly when \(\sum_n u_n^2\) is. The code writes the latter as `Summable (fun n => u n ^ 2)`. The main work uses less: only that \(u_n\to0\) at both ends.

Q: Before any more code, convince me by hand.

A: Start away from the defect. With \(t=2-ml/K\), the equation at \(n\ne0\) reads \(u_{n+1}+u_{n-1}=t\,u_n\). Count outward on the right, \(v_n=u_n\) for \(n\ge0\), so that \(v_{n+2}=t\,v_{n+1}-v_n\). Define

\[
Q_n=v_{n+1}^2-t\,v_nv_{n+1}+v_n^2 .
\]

Then

\[
Q_{n+1}=v_{n+2}(v_{n+2}-t\,v_{n+1})+v_{n+1}^2=-v_n(t\,v_{n+1}-v_n)+v_{n+1}^2=Q_n .
\]

So \(Q_n\) is constant, and since \(v_n\to0\), the constant is zero: \(v_1^2-t\,v_0v_1+v_0^2=0\).

If \(v_0=0\), then \(v_1=0\), and the recurrence makes the whole half-chain zero. If \(v_0\neq0\), put \(r=v_1/v_0\). Dividing by \(v_0^2\) gives \(r^2-tr+1=0\), and by induction

\[
v_{n+2}=(t\,r-1)\,r^n v_0=r^{n+2}v_0 .
\]

Decay then forces \(|r|<1\).

The left half-chain, \(w_n=u_{-n}\), obeys the same recurrence and starts from the same \(u_0\). If \(u_0=0\), both halves vanish and we are done. Otherwise the left side has a ratio \(s\) with \(|s|<1\) and \(s^2-ts+1=0\). Subtracting the two quadratics gives \((r-s)(r+s-t)=0\). If \(r+s=t\), then \(rs=tr-r^2=1\), which is impossible with both moduli below one. Hence \(s=r\).

Only now does the defect enter. At site 0,

\[
-m'l\,u_0=K(2r-2)u_0\quad\Longrightarrow\quad m'l=2K(1-r).
\]

The host quadratic, multiplied by \(K\), is \(K(1-r)^2=-m\,l\,r\). Multiply it by \(m'\) and insert the defect equation:

\[
K(1-r)\,\bigl[m'(1-r)+2mr\bigr]=0 .
\]

Since \(K(1-r)>0\), the bracket must vanish. But

\[
m'(1-r)+2mr=(m'-m)(1-r)+m(1+r)>0,
\]

because \(m'\ge m\) and \(|r|<1\). This is a contradiction.

Q: You never asked whether \(l\) lies in the band. Does the code split into cases there?

A: No, and it needn't. The conserved quadratic form treats every real \(l\) alike, band edges included. Its constancy is an induction, in which `ring` checks the algebra once the recurrence has been substituted.

```lean
/-- Along a uniform half-chain a quadratic form in neighbouring displacements is the same
on every bond. -/
theorem half_chain_invariant (v : ℕ → ℝ) (t : ℝ)
    (hv : ∀ n, v (n + 2) = t * v (n + 1) - v n) (n : ℕ) :
    v (n + 1) ^ 2 - t * v n * v (n + 1) + v n ^ 2 = v 1 ^ 2 - t * v 0 * v 1 + v 0 ^ 2 := by
  induction n with
  | zero => simp
  | succ n ih =>
    rw [← ih, show n + 1 + 1 = n + 2 from rfl, hv n]
    ring
```

The next lemma takes the limit. A constant sequence that also tends to zero must be zero, by uniqueness of limits (`tendsto_nhds_unique`).

```lean
/-- If the displacements of a uniform half-chain decay, the quadratic form vanishes on its
first bond. -/
theorem half_chain_invariant_eq_zero (v : ℕ → ℝ) (t : ℝ)
    (hv : ∀ n, v (n + 2) = t * v (n + 1) - v n) (hd : Tendsto v atTop (𝓝 0)) :
    v 1 ^ 2 - t * v 0 * v 1 + v 0 ^ 2 = 0 := by
  have h1 : Tendsto (fun n => v (n + 1)) atTop (𝓝 0) := hd.comp (tendsto_add_atTop_nat 1)
  have hL : Tendsto (fun n => v (n + 1) ^ 2 - t * v n * v (n + 1) + v n ^ 2) atTop
      (𝓝 (0 ^ 2 - t * 0 * 0 + 0 ^ 2)) :=
    ((h1.pow 2).sub ((hd.const_mul t).mul h1)).add (hd.pow 2)
  have h := tendsto_nhds_unique tendsto_const_nhds
    (hL.congr (fun n => half_chain_invariant v t hv n))
  linarith
```

Q: Then come your two cases, \(v_0=0\) and \(v_0\ne0\)?

A: Yes. For an end site at rest, the induction carries two neighbouring displacements at once, because the recurrence needs both.

```lean
/-- A decaying solution on a uniform half-chain whose end site is at rest is at rest
everywhere. -/
theorem half_chain_pinned (v : ℕ → ℝ) (t : ℝ)
    (hv : ∀ n, v (n + 2) = t * v (n + 1) - v n) (hd : Tendsto v atTop (𝓝 0))
    (h0 : v 0 = 0) (n : ℕ) : v n = 0 := by
  have hq := half_chain_invariant_eq_zero v t hv hd
  have h1 : v 1 = 0 := by
    rw [h0] at hq
    exact pow_eq_zero_iff (two_ne_zero) |>.1 (by linarith)
  have key : v n = 0 ∧ v (n + 1) = 0 := by
    induction n with
    | zero => exact ⟨h0, h1⟩
    | succ n ih =>
      refine ⟨ih.2, ?_⟩
      rw [show n + 1 + 1 = n + 2 from rfl, hv n, ih.2, ih.1]
      ring
  exact key.1
```

For a moving end site, the lemma produces the ratio `r`, its quadratic and the geometric form. It gets \(|r|<1\) by contradiction: if \(|r|\ge1\), then \(|v_n|\ge|v_0|\) for all \(n\), and the limit would give \(v_0=0\).

```lean
/-- A decaying solution on a uniform half-chain with a moving end site is geometric, with a
ratio of modulus below one that solves the characteristic equation. -/
theorem half_chain_geometric (v : ℕ → ℝ) (t : ℝ)
    (hv : ∀ n, v (n + 2) = t * v (n + 1) - v n) (hd : Tendsto v atTop (𝓝 0))
    (h0 : v 0 ≠ 0) :
    ∃ r : ℝ, |r| < 1 ∧ r ^ 2 - t * r + 1 = 0 ∧ ∀ n, v n = r ^ n * v 0 := by
  have hq := half_chain_invariant_eq_zero v t hv hd
  obtain ⟨r, h1⟩ : ∃ r, v 1 = r * v 0 := ⟨v 1 / v 0, by field_simp⟩
  have hr : r ^ 2 - t * r + 1 = 0 := by
    rw [h1] at hq
    have h : (r ^ 2 - t * r + 1) * v 0 ^ 2 = 0 := by linear_combination hq
    exact (mul_eq_zero.1 h).resolve_right (pow_ne_zero 2 h0)
  have hg : ∀ n, v n = r ^ n * v 0 ∧ v (n + 1) = r ^ (n + 1) * v 0 := by
    intro n
    induction n with
    | zero => exact ⟨by simp, by simpa using h1⟩
    | succ n ih =>
      refine ⟨ih.2, ?_⟩
      rw [show n + 1 + 1 = n + 2 from rfl, hv n, ih.2, ih.1]
      linear_combination (-(r ^ n * v 0)) * hr
  refine ⟨r, ?_, hr, fun n => (hg n).1⟩
  -- a ratio of modulus at least one would keep the amplitude away from zero
  by_contra hlt
  have hr1 : 1 ≤ |r| := not_lt.1 hlt
  have hb : ∀ n, |v 0| ≤ |v n| := by
    intro n
    rw [(hg n).1, abs_mul, abs_pow]
    exact le_mul_of_one_le_left (abs_nonneg _) (one_le_pow₀ hr1)
  have h := ge_of_tendsto' hd.abs hb
  exact h0 (by simpa using h)
```

Q: These lemmas concern half-chains indexed by natural numbers. Where are they joined at the defect?

A: In `no_decaying_mode`. Its decay hypothesis, `Tendsto u cofinite (𝓝 0)`, says that for any tolerance only finitely many sites exceed it. On the integers this means decay in both directions.

```lean
/-- With a defect at least as heavy as the host masses, a normal mode whose displacements
tend to zero at both ends of the chain vanishes. -/
theorem no_decaying_mode {K m m' l : ℝ} (hK : 0 < K) (hm : 0 < m) (hmm : m ≤ m')
    {u : ℤ → ℝ} (hu : IsNormalMode K m m' l u) (hd : Tendsto u cofinite (𝓝 0)) :
    ∀ n, u n = 0 := by
  obtain ⟨t, hKt⟩ : ∃ t, K * t = 2 * K - m * l :=
    ⟨(2 * K - m * l) / K, mul_div_cancel₀ _ hK.ne'⟩
  have hrec : ∀ n : ℤ, n ≠ 0 → u (n + 1) + u (n - 1) = t * u n := by
    intro n hn
    have h := hu n
    simp only [siteMass, if_neg hn] at h
    apply mul_left_cancel₀ hK.ne'
    linear_combination (-1) * h - u n * hKt
  -- the right and left half-chains, both counted outward from the defect
  have hv : ∀ n : ℕ, u ((n + 2 : ℕ) : ℤ) = t * u ((n + 1 : ℕ) : ℤ) - u (n : ℤ) := by
    intro n
    have h := hrec ((n + 1 : ℕ) : ℤ) (by omega)
    rw [show ((n + 1 : ℕ) : ℤ) + 1 = ((n + 2 : ℕ) : ℤ) by omega,
      show ((n + 1 : ℕ) : ℤ) - 1 = (n : ℤ) by omega] at h
    linarith
  have hw : ∀ n : ℕ, u (-((n + 2 : ℕ) : ℤ)) = t * u (-((n + 1 : ℕ) : ℤ)) - u (-(n : ℤ)) := by
    intro n
    have h := hrec (-((n + 1 : ℕ) : ℤ)) (by omega)
    rw [show -((n + 1 : ℕ) : ℤ) + 1 = -(n : ℤ) by omega,
      show -((n + 1 : ℕ) : ℤ) - 1 = -((n + 2 : ℕ) : ℤ) by omega] at h
    linarith
  have i1 : Function.Injective (fun n : ℕ => (n : ℤ)) := by
    intro a b h
    simpa using h
  have i2 : Function.Injective (fun n : ℕ => -(n : ℤ)) := by
    intro a b h
    simpa using h
  have dv : Tendsto (fun n : ℕ => u (n : ℤ)) atTop (𝓝 0) := by
    rw [← Nat.cofinite_eq_atTop]
    exact hd.comp i1.tendsto_cofinite
  have dw : Tendsto (fun n : ℕ => u (-(n : ℤ))) atTop (𝓝 0) := by
    rw [← Nat.cofinite_eq_atTop]
    exact hd.comp i2.tendsto_cofinite
  by_cases h0 : u 0 = 0
  · intro n
    obtain ⟨k, rfl | rfl⟩ := n.eq_nat_or_neg
    · exact half_chain_pinned (fun n : ℕ => u (n : ℤ)) t hv dv (by simpa using h0) k
    · exact half_chain_pinned (fun n : ℕ => u (-(n : ℤ))) t hw dw (by simpa using h0) k
  · exfalso
    obtain ⟨r, hr1, hr, gr⟩ :=
      half_chain_geometric (fun n : ℕ => u (n : ℤ)) t hv dv (by simpa using h0)
    obtain ⟨s, hs1, hs, gs⟩ :=
      half_chain_geometric (fun n : ℕ => u (-(n : ℤ))) t hw dw (by simpa using h0)
    have e1 : u 1 = r * u 0 := by simpa using gr 1
    have e2 : u (-1) = s * u 0 := by simpa using gs 1
    obtain ⟨ra, rb⟩ := abs_lt.1 hr1
    obtain ⟨sa, sb⟩ := abs_lt.1 hs1
    -- two different roots would have product one, so the two ratios agree
    have hrs : s = r := by
      have h : (r - s) * (r + s - t) = 0 := by linear_combination hr - hs
      rcases mul_eq_zero.1 h with h | h
      · linarith
      · have hp : r * s = 1 := by linear_combination r * h - hr
        nlinarith [mul_pos (sub_pos.2 rb) (neg_lt_iff_pos_add.1 sa),
          mul_pos (sub_pos.2 sb) (neg_lt_iff_pos_add.1 ra)]
    have hc : -(m' * l * u 0) = K * (u 1 + u (-1) - 2 * u 0) := by
      simpa [siteMass] using hu 0
    rw [e1, e2, hrs] at hc
    have hdef : 2 * K * r = 2 * K - m' * l := by
      apply mul_right_cancel₀ h0
      linear_combination (-1) * hc
    have hbulk : K * (r ^ 2 + 1) = (2 * K - m * l) * r := by
      linear_combination K * hr + r * hKt
    -- eliminate the frequency between the bulk and defect equations
    have hz : (K * (1 - r)) * (m' * (1 - r) + 2 * m * r) = 0 := by
      linear_combination m' * hbulk - m * r * hdef
    have hz' := (mul_eq_zero.1 hz).resolve_left (mul_pos hK (sub_pos.2 rb)).ne'
    have p1 : 0 ≤ (m' - m) * (1 - r) := mul_nonneg (by linarith) (by linarith)
    have p2 : 0 < m * (1 + r) := mul_pos hm (by linarith)
    linarith
```

The facts `hv` and `hw` are the right and left recurrences, and `dv` and `dw` are the corresponding limits. The step `hrs` proves \(s=r\); there `nlinarith` uses \((1-r)(1+s)+(1-s)(1+r)=2-2rs>0\) to exclude \(rs=1\). Next, `hdef` is the defect equation, `hbulk` the host equation, and `hz` the product obtained by eliminating \(l\). The last lines, `p1` and `p2`, are the two terms of the final inequality.

Q: So where is the statement I need, with square-summability?

A: Here. The terms of a convergent sum tend to zero, and taking square roots gives \(|u_n|\to0\), so the previous theorem applies.

```lean
/-- A heavy defect binds no mode: if `m' ≥ m`, every square-summable real normal mode
of the chain vanishes. -/
theorem heavy_defect_binds_no_mode {K m m' l : ℝ} (hK : 0 < K) (hm : 0 < m) (hmm : m ≤ m')
    {u : ℤ → ℝ} (hu : IsNormalMode K m m' l u) (hs : Summable (fun n => u n ^ 2)) :
    ∀ n, u n = 0 := by
  refine no_decaying_mode hK hm hmm hu ((tendsto_zero_iff_abs_tendsto_zero u).2 ?_)
  have h := hs.tendsto_cofinite_zero.sqrt
  simp only [Real.sqrt_sq_eq_abs, Real.sqrt_zero] at h
  exact h
```

The three conditions `hK`, `hm` and `hmm` say that the springs restore, that the host masses are positive, and that the defect is no lighter than the hosts. The case \(m'=m\), the perfect chain, is included.

Q: My amplitudes are complex, since they carry phases between sites.

A: All coefficients in the equation are real, so the real and imaginary parts solve it separately. Each is square-summable because its square is at most \(|u_n|^2\). Both therefore vanish.

```lean
/-- If `m' ≥ m`, every square-summable solution with complex amplitudes and real squared
frequency `l` vanishes. -/
theorem heavy_defect_binds_no_complex_mode {K m m' l : ℝ} (hK : 0 < K) (hm : 0 < m)
    (hmm : m ≤ m') {u : ℤ → ℂ}
    (hu : ∀ n : ℤ, ((-(siteMass m m' n * l) : ℝ) : ℂ) * u n
      = (K : ℂ) * (u (n + 1) + u (n - 1) - 2 * u n))
    (hs : Summable (fun n => ‖u n‖ ^ 2)) : ∀ n, u n = 0 := by
  have hu' : ∀ n : ℤ, ((-(siteMass m m' n * l) : ℝ) : ℂ) * u n
      = (K : ℂ) * (u (n + 1) + u (n - 1) - u n - u n) := by
    intro n
    rw [hu n]
    ring
  -- the real and imaginary parts are real normal modes
  have hre : IsNormalMode K m m' l (fun n => (u n).re) := by
    intro n
    have h := congrArg Complex.re (hu' n)
    simp only [Complex.re_ofReal_mul, Complex.sub_re, Complex.add_re] at h
    linear_combination h
  have him : IsNormalMode K m m' l (fun n => (u n).im) := by
    intro n
    have h := congrArg Complex.im (hu' n)
    simp only [Complex.im_ofReal_mul, Complex.sub_im, Complex.add_im] at h
    linear_combination h
  have sre : Summable (fun n => (u n).re ^ 2) := by
    refine Summable.of_nonneg_of_le (fun n => sq_nonneg _) (fun n => ?_) hs
    rw [Complex.sq_norm, Complex.normSq_apply]
    nlinarith [sq_nonneg (u n).im]
  have sim : Summable (fun n => (u n).im ^ 2) := by
    refine Summable.of_nonneg_of_le (fun n => sq_nonneg _) (fun n => ?_) hs
    rw [Complex.sq_norm, Complex.normSq_apply]
    nlinarith [sq_nonneg (u n).re]
  intro n
  exact Complex.ext (heavy_defect_binds_no_mode hK hm hmm hre sre n)
    (heavy_defect_binds_no_mode hK hm hmm him sim n)
```

Q: But `l` is still real there. Have you assumed away a complex squared frequency?

A: It is a hypothesis, but it excludes no nonzero square-summable solution of this chain. Multiplying the equation by \(\bar u_n\) and summing gives

\[
l\sum_n m_n|u_n|^2=K\sum_n|u_{n+1}-u_n|^2,
\]

so a nonzero square-summable solution can only have real \(l\ge0\). That computation is my addition and does not appear in the code.

Q: One more suspicion. Perhaps the equation as coded has no nonzero solutions at all, and the theorem is empty.

A: Displace every atom by the same amount. No spring is stretched, and the equation holds at \(l=0\) whatever the defect mass. This solution is nonzero but does not decay, so it is the decay condition that rules it out.

```lean
/-- The uniform translation of the chain is a normal mode of zero frequency for any
defect mass. -/
theorem translation_isNormalMode (K m m' : ℝ) : IsNormalMode K m m' 0 (fun _ => 1) := by
  intro n
  show -(siteMass m m' n * 0 * 1) = K * (1 + 1 - 2 * 1)
  ring

end HeavyDefectChain
```

```lean
#print axioms HeavyDefectChain.heavy_defect_binds_no_mode
-- 'HeavyDefectChain.heavy_defect_binds_no_mode' depends on axioms: [propext, Classical.choice, Quot.sound]
#print axioms HeavyDefectChain.heavy_defect_binds_no_complex_mode
-- 'HeavyDefectChain.heavy_defect_binds_no_complex_mode' depends on axioms: [propext, Classical.choice, Quot.sound]
#print axioms HeavyDefectChain.translation_isNormalMode
-- 'HeavyDefectChain.translation_isNormalMode' depends on axioms: [propext, Classical.choice, Quot.sound]
```

Q: Then may I quote the result for my simulation cell of two thousand atoms?

A: Not directly. In a finite cell every mode is square-summable, so the criterion separates nothing; the theorem concerns the infinite chain that the cell approximates. It also leaves out altered springs near the defect, further defects, longer-range forces, anharmonicity and higher dimensions. Nor does it say that a heavy atom leaves the band modes undisturbed: they may still scatter from it, and your band integral must use the perturbed modes.
